# Four coupled Majorana modes cannot continuously change Pfaffian sign without a zero mode

Particle–hole symmetry enters here through the choice of basic object: a real antisymmetric coupling matrix $A$, from which the Hamiltonian matrix $H=iA$ is built. Four Majorana operators $\gamma_j$, with $\gamma_j^\dagger=\gamma_j$ and $\{\gamma_j,\gamma_k\}=2\delta_{jk}$, have the quadratic Hamiltonian

$$\hat H=\frac{i}{4}\sum_{j,k=0}^{3}A_{jk}\gamma_j\gamma_k .$$

For real $A$, complex conjugation gives $H^*=-iA=-H$, which is the class D constraint in the Majorana basis. Hermiticity of $H$ is then the same as $A^T=-A$. In Lean, reality is carried by the type `Matrix (Fin 4) (Fin 4) ℝ`, and antisymmetry is the hypothesis `Aᵀ = -A`. Indices run from 0 to 3, as in the code.

```lean
import Mathlib

open Matrix

namespace ClassDInvariant

noncomputable section
```

## Couplings, blocks and the Pfaffian

The smallest coupling joins two Majorana modes with unit strength:

$$J=\begin{pmatrix}0&1\\-1&0\end{pmatrix},\qquad J^2=-1 .$$

Its Hamiltonian matrix $iJ$ therefore squares to $1$ and has energies $\pm1$.

```lean
/-- The real antisymmetric 2 x 2 matrix with upper right entry 1, which couples two Majorana modes
with unit strength. -/
def J : Matrix (Fin 2) (Fin 2) ℝ := !![0, 1; -1, 0]
```

A Hermitian path that leaves the form $iA$ will serve for comparison. Its extra term is real and symmetric, and the choice made here is $\sigma_x$. This matrix obeys $\sigma_x^*=\sigma_x$, so it violates the constraint $H^*=-H$.

```lean
/-- The Pauli matrix `σ_x`. -/
def sigmaX : Matrix (Fin 2) (Fin 2) ℂ := !![0, 1; 1, 0]
```

Two uncoupled pairs of modes give a block-diagonal matrix $\mathrm{diag}(P,Q)$. The definition allows any scalars with a zero, so it serves both the real couplings and the complex Hamiltonians.

```lean
/-- The block-diagonal 4 x 4 matrix `diag(P, Q)`. -/
def diag2 {R : Type*} [Zero R] (P Q : Matrix (Fin 2) (Fin 2) R) :
    Matrix (Fin 4) (Fin 4) R :=
  !![P 0 0, P 0 1, 0, 0;
     P 1 0, P 1 1, 0, 0;
     0, 0, Q 0 0, Q 0 1;
     0, 0, Q 1 0, Q 1 1]
```

The passage from couplings to Hamiltonian is $H_{jk}=iA_{jk}$, with the real entries regarded as complex numbers.

```lean
/-- The Hamiltonian matrix `i A` of a real Majorana coupling matrix `A`. -/
def hamiltonian {n : ℕ} (A : Matrix (Fin n) (Fin n) ℝ) : Matrix (Fin n) (Fin n) ℂ :=
  Complex.I • A.map Complex.ofReal
```

For four modes the Pfaffian is a quadratic polynomial in the six independent couplings:

$$\mathrm{pf}\,A=A_{01}A_{23}-A_{02}A_{13}+A_{03}A_{12}.$$

The Lean function `pf` accepts any real $4\times4$ matrix, but its relation to the determinant requires antisymmetry.

```lean
/-- The Pfaffian of a 4 x 4 coupling matrix, written in its upper triangular entries. -/
def pf (A : Matrix (Fin 4) (Fin 4) ℝ) : ℝ :=
  A 0 1 * A 2 3 - A 0 2 * A 1 3 + A 0 3 * A 1 2
```

The comparison path keeps the first pair fixed and rotates the second:

$$H(t)=\mathrm{diag}\bigl(iJ,\ \cos t\; iJ+\sin t\;\sigma_x\bigr).$$

```lean
/-- The family `diag(iJ, cos(t) iJ + sin(t) σ_x)`. -/
def hermitianPath (t : ℝ) : Matrix (Fin 4) (Fin 4) ℂ :=
  diag2 (hamiltonian J)
    ((Real.cos t : ℂ) • hamiltonian J + (Real.sin t : ℂ) • sigmaX)
```

## The determinant is a perfect square

Write $a,b,c$ for $A_{01},A_{02},A_{03}$ and $p,q,r$ for $A_{12},A_{13},A_{23}$, and put $f=ar-bq+cp=\mathrm{pf}\,A$. Then

$$A=\begin{pmatrix}0&a&b&c\\-a&0&p&q\\-b&-p&0&r\\-c&-q&-r&0\end{pmatrix}.$$

Deleting row 0 and column 1, 2 or 3 leaves the minors

$$\begin{aligned}
M_{01}&=-ar^2-cpr+bqr=-rf,\\
M_{02}&=-aqr+bq^2-cpq=-qf,\\
M_{03}&=-apr+bpq-cp^2=-p\cdot f .
\end{aligned}$$

Expansion along row 0 gives

$$\det A=-aM_{01}+bM_{02}-cM_{03}=(ar-bq+cp)f=f^2 .$$

```lean
/-- The determinant of an antisymmetric 4 x 4 matrix is the square of its Pfaffian. -/
theorem det_eq_pf_sq (A : Matrix (Fin 4) (Fin 4) ℝ) (hA : Aᵀ = -A) :
    A.det = pf A ^ 2 := by
  have h : ∀ i j, A j i = -A i j := fun i j => congrFun (congrFun hA i) j
  have d : ∀ i, A i i = 0 := fun i => by linarith [h i i]
  -- write the matrix in terms of its six independent couplings
  have e : A = !![0, A 0 1, A 0 2, A 0 3; -A 0 1, 0, A 1 2, A 1 3;
      -A 0 2, -A 1 2, 0, A 2 3; -A 0 3, -A 1 3, -A 2 3, 0] := by
    ext i j
    fin_cases i <;> fin_cases j <;>
      simp [d, h 0 1, h 0 2, h 0 3, h 1 2, h 1 3, h 2 3]
  have key : ∀ a b c p q r : ℝ,
      (!![0, a, b, c; -a, 0, p, q; -b, -p, 0, r; -c, -q, -r, 0] :
        Matrix (Fin 4) (Fin 4) ℝ).det = (a * r - b * q + c * p) ^ 2 := by
    intro a b c p q r
    simp [Matrix.det_succ_row_zero, Fin.sum_univ_succ, Fin.succAbove]
    ring
  exact (congrArg Matrix.det e).trans (key _ _ _ _ _ _)
```

The proof follows the same route. The equation `e` rewrites $A$ in its six couplings, using $A_{ji}=-A_{ij}$ and the vanishing diagonal. The statement `key` expands the determinant along the first row, and `ring` confirms the square.

## A sign change forces a singular matrix

Each entry of a matrix depends continuously on the matrix, and the Pfaffian is built from entries by products, sums and differences. It is therefore continuous.

```lean
/-- The Pfaffian depends continuously on the couplings. -/
theorem continuous_pf : Continuous pf := by
  have e : ∀ i j, Continuous (fun A : Matrix (Fin 4) (Fin 4) ℝ => A i j) :=
    fun i j => continuous_id.matrix_elem i j
  exact (((e 0 1).mul (e 2 3)).sub ((e 0 2).mul (e 1 3))).add ((e 0 3).mul (e 1 2))
```

Let $A(t)$ be real, antisymmetric and continuous in $t$ for $0\le t\le1$, with $\mathrm{pf}\,A(0)\,\mathrm{pf}\,A(1)<0$. The real function $t\mapsto\mathrm{pf}\,A(t)$ is continuous and takes values of opposite sign at the two ends. By the intermediate value theorem it vanishes at some $t_*$, and there

$$\det A(t_*)=\bigl(\mathrm{pf}\,A(t_*)\bigr)^2=0 .$$

```lean
/-- A continuous path of antisymmetric matrices whose endpoints have Pfaffians of
opposite sign contains a singular matrix. -/
theorem exists_singular_of_pf_sign_change (A : ℝ → Matrix (Fin 4) (Fin 4) ℝ)
    (hc : ContinuousOn A (Set.Icc 0 1)) (hA : ∀ t ∈ Set.Icc (0 : ℝ) 1, (A t)ᵀ = -A t)
    (hs : pf (A 0) * pf (A 1) < 0) :
    ∃ t ∈ Set.Icc (0 : ℝ) 1, (A t).det = 0 := by
  have hu : Set.uIcc (0 : ℝ) 1 = Set.Icc 0 1 := Set.uIcc_of_le zero_le_one
  have hf : ContinuousOn (fun t => pf (A t)) (Set.uIcc 0 1) := by
    rw [hu]
    exact continuous_pf.comp_continuousOn hc
  have h0 : (0 : ℝ) ∈ Set.uIcc (pf (A 0)) (pf (A 1)) := by
    rw [Set.mem_uIcc]
    rcases mul_neg_iff.mp hs with h | h
    · exact Or.inr ⟨h.2.le, h.1.le⟩
    · exact Or.inl ⟨h.1.le, h.2.le⟩
  -- the Pfaffian has to pass through zero
  obtain ⟨t, ht, hz⟩ := intermediate_value_uIcc hf h0
  rw [hu] at ht
  have hz' : pf (A t) = 0 := hz
  exact ⟨t, ht, by rw [det_eq_pf_sq _ (hA t ht), hz']; norm_num⟩
```

In Lean the path is a function on all of $\mathbb R$, but continuity and antisymmetry are required only on `Set.Icc 0 1`, the closed interval $[0,1]$. The fact `h0` places zero between the endpoint Pfaffians for either order of signs, and `intermediate_value_uIcc` supplies the parameter.

A singular real matrix has a nonzero real vector $v$ in its kernel. The same vector has zero energy:

$$A(t_*)v=0\quad\Longrightarrow\quad iA(t_*)v=0 .$$

Because $v$ is real, the operator $\sum_j v_j\gamma_j$ is self-adjoint, so the zero mode is itself of Majorana type.

```lean
/-- On a continuous path of real antisymmetric matrices `A(t)` whose endpoints have Pfaffians of
opposite sign, some Hamiltonian `i A(t)` has a nonzero real vector of zero energy. -/
theorem exists_zero_mode (A : ℝ → Matrix (Fin 4) (Fin 4) ℝ)
    (hc : ContinuousOn A (Set.Icc 0 1)) (hA : ∀ t ∈ Set.Icc (0 : ℝ) 1, (A t)ᵀ = -A t)
    (hs : pf (A 0) * pf (A 1) < 0) :
    ∃ t ∈ Set.Icc (0 : ℝ) 1, ∃ v : Fin 4 → ℝ, v ≠ 0 ∧
      hamiltonian (A t) *ᵥ (fun i => (v i : ℂ)) = 0 := by
  obtain ⟨t, ht, hd⟩ := exists_singular_of_pf_sign_change A hc hA hs
  obtain ⟨v, hv, h⟩ := Matrix.exists_mulVec_eq_zero_iff.mpr hd
  refine ⟨t, ht, v, hv, ?_⟩
  funext i
  have hi : ∑ j, A t i j * v j = 0 := congrFun h i
  show ∑ j, (Complex.I * (A t i j : ℂ)) * (v j : ℂ) = 0
  calc ∑ j, (Complex.I * (A t i j : ℂ)) * (v j : ℂ)
      = Complex.I * ((∑ j, A t i j * v j : ℝ) : ℂ) := by
        simp only [Complex.ofReal_sum, Complex.ofReal_mul, Finset.mul_sum, mul_assoc]
    _ = 0 := by rw [hi, Complex.ofReal_zero, mul_zero]
```

The kernel vector comes from `Matrix.exists_mulVec_eq_zero_iff`. The closing calculation takes the factor $i$ out of each component of $Hv$, leaving the real sum that is already zero. The theorem does not normalise $v$; dividing by its length gives a unit vector.

## A Hermitian path that stays gapped

Both $iJ$ and $\sigma_x$ are Hermitian, and $\cos t$ and $\sin t$ are real, so $H(t)$ is Hermitian. Its second block is

$$Q(t)=\begin{pmatrix}0&\sin t+i\cos t\\\sin t-i\cos t&0\end{pmatrix}.$$

The diagonal entries of $Q(t)^2$ are both

$$(\sin t+i\cos t)(\sin t-i\cos t)=\sin^2t-i^2\cos^2t=\sin^2t+\cos^2t=1,$$

and its off-diagonal entries vanish. With $(iJ)^2=1$ for the first block, $H(t)^2=1$ for every real $t$. All energies are $\pm1$, so no level approaches zero.

```lean
/-- Every matrix of the family `diag(iJ, cos(t) iJ + sin(t) σ_x)` is Hermitian and
squares to the identity. -/
theorem hermitianPath_gapped (t : ℝ) :
    (hermitianPath t).IsHermitian ∧ hermitianPath t * hermitianPath t = 1 := by
  have h : (Real.sin t : ℂ) ^ 2 + (Real.cos t : ℂ) ^ 2 = 1 := by
    rw [← Complex.ofReal_pow, ← Complex.ofReal_pow, ← Complex.ofReal_add,
      Real.sin_sq_add_cos_sq, Complex.ofReal_one]
  constructor
  · ext i j
    fin_cases i <;> fin_cases j <;>
      simp [hermitianPath, diag2, hamiltonian, J, sigmaX,
        -Complex.ofReal_cos, -Complex.ofReal_sin]
  · ext i j
    fin_cases i <;> fin_cases j <;>
      simp [hermitianPath, diag2, hamiltonian, J, sigmaX, Matrix.mul_apply,
        Fin.sum_univ_succ, -Complex.ofReal_cos, -Complex.ofReal_sin] <;>
      linear_combination h - (Real.cos t : ℂ) ^ 2 * Complex.I_sq
```

Lean checks the sixteen entries separately. The final `linear_combination` uses the two facts in the displayed line, $\sin^2t+\cos^2t=1$ and $i^2=-1$.

## The obstruction and its avoidance

For block-diagonal endpoints only $A_{01}A_{23}$ contributes to the Pfaffian:

$$\mathrm{pf}\,\mathrm{diag}(J,J)=1,\qquad \mathrm{pf}\,\mathrm{diag}(J,-J)=-1 .$$

Their product is $-1$, so every continuous path of real antisymmetric matrices between them contains a singular matrix. Both endpoint determinants equal $1$, so the determinant alone does not distinguish them.

The comparison path has $Q(0)=iJ$ and $Q(\pi)=-iJ$. It therefore runs from $i\,\mathrm{diag}(J,J)$ to $i\,\mathrm{diag}(J,-J)$, and it is continuous because its entries are.

```lean
/-- Every continuous path of real antisymmetric matrices from `diag(J, J)` to `diag(J, -J)`
contains a singular matrix, whereas a continuous path of Hermitian matrices with square 1
joins the corresponding Hamiltonians. -/
theorem class_D_obstruction :
    (∀ A : ℝ → Matrix (Fin 4) (Fin 4) ℝ, ContinuousOn A (Set.Icc 0 1) →
      (∀ t ∈ Set.Icc (0 : ℝ) 1, (A t)ᵀ = -A t) →
      A 0 = diag2 J J → A 1 = diag2 J (-J) →
      ∃ t ∈ Set.Icc (0 : ℝ) 1, (A t).det = 0) ∧
    (Continuous hermitianPath ∧
      hermitianPath 0 = hamiltonian (diag2 J J) ∧
      hermitianPath Real.pi = hamiltonian (diag2 J (-J)) ∧
      ∀ t, (hermitianPath t).IsHermitian ∧ hermitianPath t * hermitianPath t = 1) := by
  refine ⟨?_, ?_, ?_, ?_, hermitianPath_gapped⟩
  · intro A hc hA h0 h1
    -- the endpoint Pfaffians are 1 and -1
    apply exists_singular_of_pf_sign_change A hc hA
    rw [h0, h1]
    simp [pf, diag2, J]
  · refine continuous_matrix fun i j => ?_
    fin_cases i <;> fin_cases j <;>
      simp [hermitianPath, diag2, hamiltonian, J, sigmaX,
        -Complex.ofReal_cos, -Complex.ofReal_sin] <;> fun_prop
  · ext i j
    fin_cases i <;> fin_cases j <;> simp [hermitianPath, diag2, hamiltonian, J, sigmaX]
  · ext i j
    fin_cases i <;> fin_cases j <;> simp [hermitianPath, diag2, hamiltonian, J, sigmaX]
```

The first part of `class_D_obstruction` quantifies over every admissible real path on $[0,1]$. The second part concerns the single explicit family, whose endpoints are at $0$ and $\pi$; the different parameter lengths have no physical significance. The proof computes the endpoint Pfaffians for the first part and compares entries for the second.

With the order of the Majorana modes fixed, the sign of the Pfaffian is the class D invariant of a gapped system without spatial structure; exchanging two modes reverses it. What is established here is that this sign obstructs a gapped deformation for four modes. Whether matrices with equal sign can always be joined without closing the gap is a separate question, as are other numbers of modes and the invariants of extended wires.

In a non-interacting four-Majorana model of a superconductor, the two endpoints have ground states of opposite fermion parity: the energy $\tfrac{i}{2}(\gamma_0\gamma_1\pm\gamma_2\gamma_3)$ is lowest at $i\gamma_2\gamma_3=\mp1$, with $i\gamma_0\gamma_1=-1$ in both cases. Where an eigenvalue of $H$ reaches zero, the lowest states of the two parities have equal energy, and the parity of the ground state can switch there.

Antisymmetry is essential to the obstruction, even among real matrices. For $0\le t\le1$ take

$$B(t)=\mathrm{diag}\bigl(J,\ \cos(\pi t)\,J+\sin(\pi t)\,1\bigr).$$

This is a continuous real path with the same endpoints, and

$$\det B(t)=1\cdot\bigl(\sin^2(\pi t)+\cos^2(\pi t)\bigr)=1 .$$

It is never singular. For $0<t<1$ its second block has nonzero diagonal entries, so $B(t)$ is not antisymmetric and $iB(t)$ is not Hermitian. This example is computed by hand only; no Lean theorem here covers it.

## Where the Hermitian path breaks particle–hole symmetry

The path $H(t)$ keeps Hermiticity and gives up the other condition. Compare entry $(2,3)$ of $H^*$ and $-H$:

$$\sin t-i\cos t=-\sin t-i\cos t\quad\Longleftrightarrow\quad\sin t=0 .$$

Conversely, if $\sin t=0$, only multiples of $iJ$ with real coefficients remain in the two blocks, and these change sign under conjugation. On $[0,\pi]$ the constraint thus holds at the endpoints and fails everywhere between them. The intermediate $H(t)$ are therefore not Hamiltonian matrices $iA$ of a Majorana system: in $\sum_{j,k}H_{jk}\gamma_j\gamma_k$ the $\sigma_x$ term would contribute only $\sin t\,(\gamma_2\gamma_3+\gamma_3\gamma_2)=0$. They can be read instead as one-particle Hamiltonians for four ordinary fermion levels, where this constraint is not imposed.

```lean
/-- The Hermitian path obeys the particle-hole constraint `H* = -H` of the Majorana basis
exactly when `sin t = 0`. -/
theorem hermitianPath_particleHole_iff (t : ℝ) :
    (hermitianPath t).map (starRingEnd ℂ) = -hermitianPath t ↔ Real.sin t = 0 := by
  constructor
  · intro h
    -- the real part of one off-diagonal entry isolates the `σ_x` term
    have h' := congrArg Complex.re (congrFun (congrFun h 2) 3)
    simp [hermitianPath, diag2, hamiltonian, J, sigmaX,
      -Complex.ofReal_cos, -Complex.ofReal_sin] at h'
    linarith
  · intro h
    ext i j
    fin_cases i <;> fin_cases j <;>
      simp [hermitianPath, diag2, hamiltonian, J, sigmaX, h,
        -Complex.ofReal_cos, -Complex.ofReal_sin]
```

Here `.map (starRingEnd ℂ)` is complex conjugation entry by entry, without transposition. The forward direction takes the real part of entry $(2,3)$, which isolates $\sin t$; the reverse direction checks all entries.

## A path with exactly one singular point

The simplest antisymmetric path reduces the second coupling linearly through zero:

$$A(t)=\mathrm{diag}\bigl(J,(1-2t)J\bigr).$$

It is continuous and antisymmetric and has the required endpoints. Its Pfaffian and determinant are

$$\mathrm{pf}\,A(t)=1-2t,\qquad\det A(t)=(1-2t)^2,$$

so it is singular exactly at $t=\tfrac12$, where modes 2 and 3 decouple completely.

```lean
/-- The path `diag(J, (1 - 2t) J)` is continuous and antisymmetric, runs from `diag(J, J)`
to `diag(J, -J)`, and is singular only at `t = 1/2`. -/
theorem straightPath_witness :
    Continuous (fun t : ℝ => diag2 J ((1 - 2 * t) • J)) ∧
    (∀ t : ℝ, (diag2 J ((1 - 2 * t) • J))ᵀ = -diag2 J ((1 - 2 * t) • J)) ∧
    diag2 J ((1 - 2 * (0 : ℝ)) • J) = diag2 J J ∧
    diag2 J ((1 - 2 * (1 : ℝ)) • J) = diag2 J (-J) ∧
    ∀ t : ℝ, (diag2 J ((1 - 2 * t) • J)).det = 0 ↔ t = 1 / 2 := by
  have anti : ∀ t : ℝ,
      (diag2 J ((1 - 2 * t) • J))ᵀ = -diag2 J ((1 - 2 * t) • J) := by
    intro t
    ext i j
    fin_cases i <;> fin_cases j <;> simp [diag2, J]
  refine ⟨?_, anti, ?_, ?_, ?_⟩
  · refine continuous_matrix fun i j => ?_
    fin_cases i <;> fin_cases j <;> simp [diag2, J] <;> fun_prop
  · norm_num
  · congr 1
    module
  · intro t
    have hp : pf (diag2 J ((1 - 2 * t) • J)) = 1 - 2 * t := by simp [pf, diag2, J]
    rw [det_eq_pf_sq _ (anti t), hp]
    constructor
    · intro h
      have h' := (pow_eq_zero_iff (two_ne_zero)).mp h
      linarith
    · intro h
      rw [h]
      norm_num

end

end ClassDInvariant
```

This example shows that admissible paths exist and that a single gap closing can suffice. The proof establishes antisymmetry once, as `anti`, and passes it to `det_eq_pf_sq`; the determinant condition then becomes $(1-2t)^2=0$, which has the one solution $t=\tfrac12$.

```lean
#print axioms ClassDInvariant.exists_zero_mode
-- 'ClassDInvariant.exists_zero_mode' depends on axioms: [propext, Classical.choice, Quot.sound]
#print axioms ClassDInvariant.class_D_obstruction
-- 'ClassDInvariant.class_D_obstruction' depends on axioms: [propext, Classical.choice, Quot.sound]
#print axioms ClassDInvariant.hermitianPath_particleHole_iff
-- 'ClassDInvariant.hermitianPath_particleHole_iff' depends on axioms: [propext, Classical.choice, Quot.sound]
```
